# Strict bounds on the remaining model self-interaction error of one electron shared equally by distant sites

## Self-interaction error and its scaled correction

The self-interaction error of an approximate density functional is the spurious energy left when its exchange-correlation energy fails to cancel an electron's repulsion with itself. For one electron spread over distant sites, we ask how much of this error survives a partial correction.

Let $f_i\ge 0$ be the occupation of site $i$, with $\sum_i f_i=1$. The model error is

$$E(f)=\sum_i U\left(f_i^2-f_i^{4/3}\right),\qquad U>0.$$

If the density on a site keeps its shape and only scales with $f_i$, its Hartree energy scales as $f_i^2$ and its local exchange energy as $f_i^{4/3}$. The constant $U$ is the Hartree self-energy of a fully occupied site. Using it in both terms assumes that exchange cancels this energy exactly at $f_i=1$. This $U$ is not the Hubbard parameter, which describes the repulsion between two electrons on one site; without screening, that repulsion for two electrons in the same orbital is twice the Hartree self-energy of one. Interactions between sites are neglected because the sites are far apart, and the model leaves out the functional's correlation energy.

Subtracting a fraction $s$ of the error leaves $R=E-sE=(1-s)E$. The natural range is $0\le s<1$, but the bounds need only $s<1$.

## Equal sharing over $M$ sites

For $f_i=1/M$ with $M\ge2$,

$$R=(1-s)\,M\,U\left(M^{-2}-M^{-4/3}\right)=(1-s)U\left(\frac1M-M^{-1/3}\right),$$

and

$$-\frac{2(1-s)U}{3\sqrt3}<R<0.$$

Within this frozen-shape, one-electron model, a correction with $s<1$ still leaves the shared electron with a lower error energy than an electron on a single site, whose error is zero. This is the bias towards delocalisation familiar from approximate density functionals. At $s=0$ and $M=5$, $R\approx-0.3848\,U$, close to the bound of about $-0.3849\,U$.

## Derivation of the two bounds

**Lower bound.** Write $f=x^3$ with $x\ge0$, and $a=1/\sqrt3$, so that $3a^2=1$ and $a^3=1/(3\sqrt3)$. Then

$$f^2-f^{4/3}+2a^3f=x^3\left(x^3-3a^2x+2a^3\right)=x^3(x-a)^2(x+2a)\ge0.$$

Equality holds only for $f=0$ or $f=a^3$. Multiplying by $U$ and summing over sites gives $E\ge-2a^3U$, because the occupations sum to one.

Equality in the sum would require every occupied site to hold $a^3$. With $N$ such sites, $Na^3=1$, so $N=3\sqrt3$ and $N^2=27$, which no whole number satisfies. The bound is therefore strict, and multiplication by $1-s>0$ keeps it so.

**Upper bound.** For $0<f<1$ we have $0<x<1$, and

$$f^2-f^{4/3}=-x^4(1-x)(1+x)<0.$$

Empty sites contribute zero and at least one site is occupied. Hence $E<0$ whenever no site holds the whole electron, and $R<0$ follows.

## The statement in Lean

Sites form a finite type `ι`, and occupations are a function `f : ι → ℝ`. The definitions `selfInteractionError` and `remainingError` are $E$ and $R$, with a real exponent $4/3$. `evenSharing M` assigns $1/M$ to each element of `Fin M`.

The main theorem, `evenSharing_error_bounds`, assumes `0 < U`, `s < 1` and `2 ≤ M`, and gives the closed formula and both strict bounds. The lower bound is also proved for any normalised, nonnegative distribution, and the upper bound when in addition every occupation is below one.

The step to a real material is the identification of an actual functional's error with this site sum; the hypotheses do not supply it.

```lean
import Mathlib

namespace ScaledSelfInteraction

noncomputable section

/-- The model self-interaction error of site occupations `f i`: each site contributes
`U (f² - f^(4/3))`. -/
def selfInteractionError {ι : Type*} [Fintype ι] (U : ℝ) (f : ι → ℝ) : ℝ :=
  ∑ i, U * (f i ^ 2 - f i ^ (4 / 3 : ℝ))

/-- The error that remains after a fraction `s` of the self-interaction error is subtracted. -/
def remainingError {ι : Type*} [Fintype ι] (s U : ℝ) (f : ι → ℝ) : ℝ :=
  selfInteractionError U f - s * selfInteractionError U f

/-- One electron shared equally by `M ≥ 1` sites: each site has occupation `1/M`. -/
def evenSharing (M : ℕ) : Fin M → ℝ := fun _ => 1 / (M : ℝ)

/-- A nonnegative occupation is the cube of some `x ≥ 0`, and its `4/3` power is `x⁴`. -/
theorem exists_cube_root {f : ℝ} (hf : 0 ≤ f) :
    ∃ x : ℝ, 0 ≤ x ∧ f = x ^ 3 ∧ f ^ (4 / 3 : ℝ) = x ^ 4 := by
  refine ⟨f ^ (1 / 3 : ℝ), Real.rpow_nonneg hf _, ?_, ?_⟩
  · rw [← Real.rpow_natCast, ← Real.rpow_mul hf]
    norm_num
  · rw [← Real.rpow_natCast, ← Real.rpow_mul hf]
    norm_num

/-- For a nonnegative occupation `f`, the site error in units of `U` is at least
`-2f/(3√3)`, with equality exactly when `f = 0` or `f = 1/(3√3)`. -/
theorem site_lower_bound {f : ℝ} (hf : 0 ≤ f) :
    -(2 / (3 * √3)) * f ≤ f ^ 2 - f ^ (4 / 3 : ℝ) ∧
    (-(2 / (3 * √3)) * f = f ^ 2 - f ^ (4 / 3 : ℝ) ↔ f = 0 ∨ f = 1 / (3 * √3)) := by
  obtain ⟨x, hx, rfl, hq⟩ := exists_cube_root hf
  obtain ⟨a, ha, ha2, h1, h2⟩ : ∃ a : ℝ, 0 < a ∧ a ^ 2 = 1 / 3 ∧
      1 / (3 * √3) = a ^ 3 ∧ 2 / (3 * √3) = 2 * a ^ 3 := by
    have h3 : (√3 : ℝ) ^ 3 = 3 * √3 := by
      rw [pow_succ, Real.sq_sqrt (by norm_num)]
    refine ⟨1 / √3, by positivity, ?_, ?_, ?_⟩
    · rw [div_pow, Real.sq_sqrt (by norm_num)]
      norm_num
    · rw [div_pow, h3, one_pow]
    · rw [div_pow, h3, one_pow, mul_one_div]
  rw [hq, h2, h1]
  -- the distance to the bound factorises with a double root at `x = a`
  have key : (x ^ 3) ^ 2 - x ^ 4 + 2 * a ^ 3 * x ^ 3
      = x ^ 3 * ((x - a) ^ 2 * (x + 2 * a)) := by
    linear_combination 3 * x ^ 4 * ha2
  have hpos : 0 ≤ x ^ 3 * ((x - a) ^ 2 * (x + 2 * a)) := by positivity
  refine ⟨by linarith, ?_, ?_⟩
  · intro h
    have hz : x ^ 3 * ((x - a) ^ 2 * (x + 2 * a)) = 0 := by linarith
    rcases mul_eq_zero.mp hz with h0 | h0
    · exact Or.inl h0
    · rcases mul_eq_zero.mp h0 with h4 | h4
      · have h5 : x - a = 0 := (pow_eq_zero_iff two_ne_zero).mp h4
        exact Or.inr (by rw [sub_eq_zero.mp h5])
      · exfalso
        linarith
  · rintro (h | h)
    · have hz : x ^ 3 * ((x - a) ^ 2 * (x + 2 * a)) = 0 := by rw [h, zero_mul]
      linarith
    · have hxa : x = a := (pow_left_inj₀ hx ha.le (by norm_num)).mp h
      have hz : x ^ 3 * ((x - a) ^ 2 * (x + 2 * a)) = 0 := by
        rw [hxa]
        ring
      linarith

/-- A site with a fractional occupation `0 < f < 1` has a strictly negative error
in units of `U`. -/
theorem site_neg {f : ℝ} (h0 : 0 < f) (h1 : f < 1) : f ^ 2 - f ^ (4 / 3 : ℝ) < 0 := by
  obtain ⟨x, hx, hf, hq⟩ := exists_cube_root h0.le
  have hx0 : 0 < x := by
    rcases hx.eq_or_lt with h | h
    · rw [← h] at hf
      norm_num at hf
      linarith
    · exact h
  have hx1 : x < 1 := by
    by_contra h
    have h3 : 1 ≤ x ^ 3 := one_le_pow₀ (not_lt.mp h)
    linarith
  have hp : 0 < x ^ 4 * ((1 - x) * (1 + x)) :=
    mul_pos (by positivity) (mul_pos (by linarith) (by linarith))
  rw [hq, hf]
  linarith

/-- No whole number of sites, each with occupation `1/(3√3)`, holds exactly one electron. -/
theorem no_whole_number_of_sites (N : ℕ) : (N : ℝ) * (1 / (3 * √3)) ≠ 1 := by
  intro h
  have hp : (0 : ℝ) < 3 * √3 := by positivity
  rw [mul_one_div, div_eq_one_iff_eq hp.ne'] at h
  have h2 : (N : ℝ) ^ 2 = 27 := by
    rw [h, mul_pow, Real.sq_sqrt (by norm_num)]
    norm_num
  have h3 : N ^ 2 = 27 := by exact_mod_cast h2
  have h4 : N ≤ 5 := by nlinarith
  clear h h2
  interval_cases N <;> omega

/-- For `U > 0` and `s < 1`, one electron distributed in any way over finitely many sites
has a remaining error strictly above `-2(1-s)U/(3√3)`. -/
theorem remainingError_gt {ι : Type*} [Fintype ι] {s U : ℝ} {f : ι → ℝ}
    (hU : 0 < U) (hs : s < 1) (hf : ∀ i, 0 ≤ f i) (hsum : ∑ i, f i = 1) :
    -(2 * (1 - s) * U / (3 * √3)) < remainingError s U f := by
  -- some site misses its own bound, since `3√3` is not an integer
  have hex : ∃ j, -(2 / (3 * √3)) * f j < f j ^ 2 - f j ^ (4 / 3 : ℝ) := by
    by_contra hno
    have hall : ∀ i, ∃ n : ℕ, f i = n * (1 / (3 * √3)) := by
      intro i
      have heq := le_antisymm (site_lower_bound (hf i)).1
        (not_lt.mp (fun h => hno ⟨i, h⟩))
      rcases (site_lower_bound (hf i)).2.mp heq with h | h
      · exact ⟨0, by rw [h, Nat.cast_zero, zero_mul]⟩
      · exact ⟨1, by rw [h, Nat.cast_one, one_mul]⟩
    choose n hn using hall
    apply no_whole_number_of_sites (∑ i, n i)
    rw [Nat.cast_sum, Finset.sum_mul]
    exact (Finset.sum_congr rfl (fun i _ => (hn i).symm)).trans hsum
  obtain ⟨j, hj⟩ := hex
  have hE : ∑ i, U * (-(2 / (3 * √3)) * f i) < selfInteractionError U f :=
    Finset.sum_lt_sum
      (fun i _ => mul_le_mul_of_nonneg_left (site_lower_bound (hf i)).1 hU.le)
      ⟨j, Finset.mem_univ j, mul_lt_mul_of_pos_left hj hU⟩
  rw [← Finset.mul_sum, ← Finset.mul_sum, hsum] at hE
  have h := mul_lt_mul_of_pos_left hE (sub_pos.mpr hs)
  calc -(2 * (1 - s) * U / (3 * √3))
      = (1 - s) * (U * (-(2 / (3 * √3)) * 1)) := by ring
    _ < (1 - s) * selfInteractionError U f := h
    _ = remainingError s U f := by unfold remainingError; ring

/-- For `U > 0` and `s < 1`, the remaining error is strictly negative when one electron is
distributed over finitely many sites and no site holds all of it. -/
theorem remainingError_neg {ι : Type*} [Fintype ι] {s U : ℝ} {f : ι → ℝ}
    (hU : 0 < U) (hs : s < 1) (hf : ∀ i, 0 ≤ f i) (hsum : ∑ i, f i = 1)
    (hlt : ∀ i, f i < 1) : remainingError s U f < 0 := by
  have hle : ∀ i, U * (f i ^ 2 - f i ^ (4 / 3 : ℝ)) ≤ 0 := by
    intro i
    rcases (hf i).eq_or_lt with h | h
    · rw [← h, Real.zero_rpow (by norm_num)]
      norm_num
    · exact (mul_neg_of_pos_of_neg hU (site_neg h (hlt i))).le
  -- normalisation forces an occupied site
  obtain ⟨j, hj⟩ : ∃ j, 0 < f j := by
    by_contra hno
    have h : ∑ i, f i ≤ 0 :=
      Finset.sum_nonpos (fun i _ => not_lt.mp (fun h => hno ⟨i, h⟩))
    linarith
  have hE : selfInteractionError U f < ∑ _i : ι, (0 : ℝ) :=
    Finset.sum_lt_sum (fun i _ => hle i)
      ⟨j, Finset.mem_univ j, mul_neg_of_pos_of_neg hU (site_neg hj (hlt j))⟩
  rw [Finset.sum_const_zero] at hE
  have h := mul_neg_of_pos_of_neg (sub_pos.mpr hs) hE
  unfold remainingError
  linarith

/-- For one electron shared equally by `M ≥ 1` sites, the remaining error is
`(1-s) U (1/M - M^(-1/3))`. -/
theorem remainingError_evenSharing (s U : ℝ) {M : ℕ} (hM : 1 ≤ M) :
    remainingError s U (evenSharing M)
      = (1 - s) * U * (1 / (M : ℝ) - (M : ℝ) ^ (-(1 / 3) : ℝ)) := by
  have hm : (0 : ℝ) < M := by exact_mod_cast hM
  have h : (M : ℝ) ^ (-(1 / 3) : ℝ) = M * (1 / (M : ℝ)) ^ (4 / 3 : ℝ) := by
    rw [one_div (M : ℝ), Real.inv_rpow hm.le, ← Real.rpow_neg hm.le,
      show (-(1 / 3) : ℝ) = 1 + -(4 / 3) by norm_num, Real.rpow_add hm, Real.rpow_one]
  have hsq : (M : ℝ) * (1 / (M : ℝ)) ^ 2 = 1 / (M : ℝ) := by field_simp
  simp only [remainingError, selfInteractionError, evenSharing, Finset.sum_const,
    Finset.card_univ, Fintype.card_fin, nsmul_eq_mul]
  rw [h]
  linear_combination (1 - s) * U * hsq

/-- One electron shared equally by `M ≥ 2` sites, with `U > 0` and `s < 1`, has remaining error
`(1-s) U (1/M - M^(-1/3))`, strictly between `-2(1-s)U/(3√3)` and zero. -/
theorem evenSharing_error_bounds {s U : ℝ} {M : ℕ} (hU : 0 < U) (hs : s < 1) (hM : 2 ≤ M) :
    remainingError s U (evenSharing M)
      = (1 - s) * U * (1 / (M : ℝ) - (M : ℝ) ^ (-(1 / 3) : ℝ)) ∧
    remainingError s U (evenSharing M) < 0 ∧
    -(2 * (1 - s) * U / (3 * √3)) < remainingError s U (evenSharing M) := by
  have hm1 : (1 : ℝ) < M := by exact_mod_cast hM
  have hm : (0 : ℝ) < M := by linarith
  have hf : ∀ i, 0 ≤ evenSharing M i := fun _ => (one_div_pos.mpr hm).le
  have hsum : ∑ i, evenSharing M i = 1 := by
    simp only [evenSharing, Finset.sum_const, Finset.card_univ, Fintype.card_fin,
      nsmul_eq_mul]
    exact mul_one_div_cancel hm.ne'
  exact ⟨remainingError_evenSharing s U (by omega),
    remainingError_neg hU hs hf hsum (fun _ => (div_lt_one hm).mpr hm1),
    remainingError_gt hU hs hf hsum⟩

end

end ScaledSelfInteraction
```

```lean
#print axioms ScaledSelfInteraction.evenSharing_error_bounds
-- 'ScaledSelfInteraction.evenSharing_error_bounds' depends on axioms: [propext, Classical.choice, Quot.sound]
```

## From site inequalities to the sum

`exists_cube_root` supplies the substitution $f=x^3$. In `site_lower_bound`, the identity `key` is the factorisation above; `linear_combination` obtains it from $a^2=1/3$. The zeros of the factors give the equality cases. `site_neg` treats fractional occupation.

`no_whole_number_of_sites` squares the supposed equality to get $N^2=27$, deduces $N\le5$ and checks each case. `remainingError_gt` supposes that every site attains its bound. Each occupation is then 0 or 1 times $a^3$, and adding these integers contradicts that lemma. So some site lies strictly above its bound, and `Finset.sum_lt_sum` carries the strict inequality to the total. `remainingError_neg` uses the same summation lemma, with an occupied site found from normalisation.

`remainingError_evenSharing` evaluates the constant sum, using the power law $M\,(1/M)^{4/3}=M^{-1/3}$. The main theorem then checks that equal occupations are nonnegative, sum to one and lie below one, and combines the three results.
